# A finite reaction network has deficiency zero exactly when every steady flux vector, with entries of either sign, is complex balanced

Take a finite network with $n$ complexes and $\ell$ linkage classes, the connected components of its reaction graph when arrow directions are ignored. Let $\Gamma$ be its stoichiometric matrix. The deficiency

$$\delta = n-\ell-\operatorname{rank}\Gamma$$

is never negative. It is zero if and only if every real flux vector with zero net production of all species, negative entries allowed, also has equal inflow and outflow at every complex.

The physical question is what a steady state says about the individual reactions. Constant concentrations mean only that production and consumption cancel for each species. Complex balance is a finer condition: whatever combination of molecules appears on one side of a reaction arrow, such as $A+B$ or $2A$, must be formed as fast as it is used up. For a finite network simulated with deterministic rate equations, $\delta$ can be computed from the reaction list before any rate constant is chosen, and $\delta=0$ guarantees that the fluxes at any stationary state are complex balanced. For this, the list must count every supply or removal of a species as a reaction, such as $0\to A$ or $A\to0$, and species held at constant concentration are left out of the complexes.

## Networks, fluxes and deficiency

```lean
import Mathlib

open Matrix

namespace NetworkDeficiency

noncomputable section
```

Reaction $r$ leads from the complex $\sigma(r)$, written `N.source r`, to the complex $\tau(r)$, written `N.target r`. The entry $Y_{sc}$ of `composition` is the amount of species $s$ in complex $c$. Many textbooks call the stoichiometric matrix $N$ and its rank $s$; here `N` is the network and `s` is a species.

```lean
/-- A reaction network: each reaction in `R` leads from a source complex to a target complex,
and `composition s c` is the amount of species `s` in complex `c`. -/
structure Network (S C R : Type*) where
  source : R → C
  target : R → C
  composition : Matrix S C ℝ
```

Complexes are labels, and their compositions may be any real numbers. Two labels may even share a composition. `Reacts a b` says that some reaction leads from $a$ to $b$.

```lean
variable {S C R : Type*}

/-- Some reaction converts complex `a` into complex `b`. -/
def Network.Reacts (N : Network S C R) (a b : C) : Prop :=
  ∃ r, N.source r = a ∧ N.target r = b
```

The quotient `Quot` identifies complexes joined by a chain of reactions, traversed in either direction. A complex that takes part in no reaction forms a class by itself.

```lean
/-- The linkage classes: connected components of the reaction graph, directions ignored. -/
abbrev Network.LinkageClass (N : Network S C R) : Type _ := Quot N.Reacts
```

The stoichiometric matrix has entries $\Gamma_{sr}=Y_{s\,\tau(r)}-Y_{s\,\sigma(r)}$, products minus reactants.

```lean
/-- The stoichiometric matrix: the net amount of species `s` made by one event of reaction `r`. -/
def Network.stoich (N : Network S C R) : Matrix S R ℝ :=
  Matrix.of fun s r => N.composition s (N.target r) - N.composition s (N.source r)
```

The incidence matrix $B$ records the same reactions at the level of complexes: $B_{cr}=[\tau(r)=c]-[\sigma(r)=c]$, where a bracket is 1 if its condition holds and 0 otherwise.

```lean
/-- The incidence matrix of the reaction graph: target indicator minus source indicator. -/
def Network.incidence [DecidableEq C] (N : Network S C R) : Matrix C R ℝ :=
  Matrix.of fun c r => (if N.target r = c then 1 else 0) - (if N.source r = c then 1 else 0)
```

A flux vector $v$ assigns a real number $v_r$ to each reaction, and negative values are allowed. Complex balance compares two sums at each complex.

```lean
/-- A flux vector is complex balanced if the total flux into each complex equals the total
flux out of it. -/
def Network.ComplexBalanced [DecidableEq C] [Fintype R] (N : Network S C R) (v : R → ℝ) : Prop :=
  ∀ c, ∑ r with N.target r = c, v r = ∑ r with N.source r = c, v r
```

The deficiency is an integer, so the subtraction is not cut off at zero.

```lean
/-- The deficiency: number of complexes, minus number of linkage classes, minus the rank of the
stoichiometric matrix. -/
def Network.deficiency [Fintype C] [Fintype R] (N : Network S C R) : ℤ :=
  (Fintype.card C : ℤ) - (Nat.card N.LinkageClass : ℤ) - (N.stoich.rank : ℤ)
```

No rate law appears in these definitions. The step to a real mixture is the claim that a law $v(x)$ gives its fluxes at concentrations $x$. The deficiency zero theorem of chemical reaction network theory says more under mass-action kinetics: if $\delta=0$ and every reaction lies on a directed cycle, then there is exactly one positive steady state for each set of conserved totals that positive concentrations can realise, and it is locally stable against perturbations that keep those totals. The results below concern only the linear algebra of fluxes.

## (a) Differences along reactions

**Task.** Let $f$ be a real function on the complexes, called a potential. Show that

$$(B^{\mathsf T}f)_r=f(\tau(r))-f(\sigma(r)).$$

**Solution.** Insert the definition of $B$:

$$\sum_c f(c)\bigl([\tau(r)=c]-[\sigma(r)=c]\bigr)=f(\tau(r))-f(\sigma(r)),$$

since each bracket selects one term.

```lean
variable [Fintype C] [DecidableEq C]

/-- The transposed incidence matrix sends a potential on complexes to its difference along
each reaction. -/
theorem vecMul_incidence (N : Network S C R) (f : C → ℝ) (r : R) :
    (f ᵥ* N.incidence) r = f (N.target r) - f (N.source r) := by
  simp [Matrix.vecMul, dotProduct, Network.incidence, mul_sub, Finset.sum_sub_distrib]
```

The product `f ᵥ* N.incidence` treats $f$ as a row vector, which gives the components of $B^{\mathsf T}f$. The simplifier splits the sum and evaluates the indicators.

## (b) From complexes to species

**Task.** Show that $\Gamma=YB$.

**Solution.** Fix a species $s$ and use row $s$ of $Y$ as the potential in (a). Then

$$(YB)_{sr}=Y_{s\,\tau(r)}-Y_{s\,\sigma(r)}=\Gamma_{sr}.$$

```lean
/-- The stoichiometric matrix is the composition matrix times the incidence matrix. -/
theorem stoich_eq (N : Network S C R) : N.stoich = N.composition * N.incidence := by
  ext s r
  exact (vecMul_incidence N (N.composition s) r).symm
```

The proof compares entries and applies (a) to `N.composition s`.

## (c) Complex balance as a kernel

**Task.** Show that $Bv=0$ if and only if $v$ is complex balanced.

**Solution.** For each complex $c$,

$$(Bv)_c=\sum_{r:\,\tau(r)=c}v_r-\sum_{r:\,\sigma(r)=c}v_r.$$

This is inflow minus outflow. It vanishes for every $c$ exactly when $v$ is complex balanced.

```lean
variable [Fintype R]

omit [Fintype C] in
/-- A flux vector is complex balanced exactly when the incidence matrix annihilates it. -/
theorem incidence_mulVec_eq_zero_iff (N : Network S C R) (v : R → ℝ) :
    N.incidence *ᵥ v = 0 ↔ N.ComplexBalanced v := by
  have key : ∀ c, (N.incidence *ᵥ v) c =
      ∑ r with N.target r = c, v r - ∑ r with N.source r = c, v r := by
    intro c
    simp [Matrix.mulVec, dotProduct, Network.incidence, sub_mul, Finset.sum_sub_distrib,
      Finset.sum_filter]
  constructor
  · intro h c
    have hc := congrFun h c
    rw [key] at hc
    exact sub_eq_zero.mp hc
  · intro h
    funext c
    rw [key]
    exact sub_eq_zero.mpr (h c)
```

The displayed identity is `key`. The two halves of the proof then pass between a zero difference and an equality.

## (d) The rank of the incidence matrix

**Task.** Show that $\operatorname{rank}B+\ell=n$.

**Solution.** By (a), $B^{\mathsf T}f=0$ means that $f$ takes equal values at the two ends of every reaction. Following chains of reactions, $f$ is constant on each linkage class. Conversely, every such function is annihilated. It is fixed by one free value per class, so $\dim\ker B^{\mathsf T}=\ell$. Rank-nullity for $B^{\mathsf T}$, which acts on an $n$-dimensional space, gives $\operatorname{rank}B^{\mathsf T}+\ell=n$, and a matrix has the same rank as its transpose.

```lean
/-- The rank of the incidence matrix plus the number of linkage classes is the number of
complexes. -/
theorem rank_incidence (N : Network S C R) :
    N.incidence.rank + Nat.card N.LinkageClass = Fintype.card C := by
  have hsurj : Function.Surjective (Quot.mk N.Reacts) := Quot.mk_surjective
  have : Finite N.LinkageClass := Finite.of_surjective _ hsurj
  have := Fintype.ofFinite N.LinkageClass
  have hinj := LinearMap.funLeft_injective_of_surjective ℝ ℝ (Quot.mk N.Reacts) hsurj
  -- potentials without differences along reactions are functions of the linkage class
  have hr : LinearMap.range (LinearMap.funLeft ℝ ℝ (Quot.mk N.Reacts)) =
      LinearMap.ker N.incidenceᵀ.mulVecLin := by
    ext f
    rw [LinearMap.mem_ker, Matrix.mulVecLin_apply, Matrix.mulVec_transpose]
    constructor
    · rintro ⟨g, rfl⟩
      funext r
      rw [vecMul_incidence, Pi.zero_apply, sub_eq_zero]
      exact (congrArg g (Quot.sound ⟨r, rfl, rfl⟩)).symm
    · intro h
      refine ⟨Quot.lift f ?_, ?_⟩
      · rintro a b ⟨r, rfl, rfl⟩
        have hc := congrFun h r
        rw [vecMul_incidence, Pi.zero_apply, sub_eq_zero] at hc
        exact hc.symm
      · funext c
        rfl
  have rn := LinearMap.finrank_range_add_finrank_ker N.incidenceᵀ.mulVecLin
  rw [← hr, LinearMap.finrank_range_of_inj hinj, Module.finrank_fintype_fun_eq_card,
    Module.finrank_fintype_fun_eq_card] at rn
  rw [← Matrix.rank_transpose, Nat.card_eq_fintype_card]
  exact rn
```

The map `LinearMap.funLeft` turns a function on classes into a function on complexes. It is injective because every class contains a complex. The step `hr` identifies its range with $\ker B^{\mathsf T}$: `Quot.sound` shows that functions of the class have no differences along reactions, and `Quot.lift` turns a potential without differences into a function of the class.

## (e) Deficiency as a difference of dimensions

**Task.** Show that $\delta=\dim\ker\Gamma-\dim\ker B$.

**Solution.** Both matrices act on flux vectors. With $m$ reactions, rank-nullity gives

$$\operatorname{rank}\Gamma+\dim\ker\Gamma=m=\operatorname{rank}B+\dim\ker B.$$

By (d), $n-\ell=\operatorname{rank}B$. Hence

$$\delta=\operatorname{rank}B-\operatorname{rank}\Gamma=\dim\ker\Gamma-\dim\ker B.$$

```lean
/-- The deficiency is the dimension of the space of fluxes with zero net species production
minus the dimension of the space of complex balanced fluxes. -/
theorem deficiency_eq (N : Network S C R) :
    N.deficiency = (Module.finrank ℝ (LinearMap.ker N.stoich.mulVecLin) : ℤ) -
      (Module.finrank ℝ (LinearMap.ker N.incidence.mulVecLin) : ℤ) := by
  have h1 := LinearMap.finrank_range_add_finrank_ker N.stoich.mulVecLin
  have h2 := LinearMap.finrank_range_add_finrank_ker N.incidence.mulVecLin
  rw [Module.finrank_fintype_fun_eq_card] at h1 h2
  change N.stoich.rank + _ = _ at h1
  change N.incidence.rank + _ = _ at h2
  have h3 := rank_incidence N
  unfold Network.deficiency
  omega
```

In Lean, `Module.finrank` is the dimension. The two rank-nullity equations are `h1` and `h2`, part (d) is `h3`, and `omega` does the integer arithmetic.

## (f) The meaning of zero deficiency

**Task.** Show that $\delta\ge0$, and that

$$\delta=0\iff\bigl(\Gamma v=0\Rightarrow v\text{ is complex balanced, for every real }v\bigr).$$

**Solution.** If $Bv=0$, then $\Gamma v=Y(Bv)=0$ by (b). So $\ker B\subseteq\ker\Gamma$, and (e) gives $\delta\ge0$.

If $\delta=0$, the two kernels have equal dimension. Since one contains the other, they coincide, and (c) says that every $v$ with $\Gamma v=0$ is complex balanced. Conversely, if all such $v$ are complex balanced, then $\ker\Gamma\subseteq\ker B$ by (c). The kernels are again equal, and $\delta=0$ by (e).

```lean
/-- The deficiency is nonnegative, and it is zero if and only if every real flux vector with
zero net production of all species balances every complex. -/
theorem deficiency_nonneg_and_eq_zero_iff (N : Network S C R) :
    0 ≤ N.deficiency ∧
      (N.deficiency = 0 ↔ ∀ v : R → ℝ, N.stoich *ᵥ v = 0 → N.ComplexBalanced v) := by
  -- complex balance always implies zero net production
  have hle : LinearMap.ker N.incidence.mulVecLin ≤ LinearMap.ker N.stoich.mulVecLin := by
    intro v hv
    rw [LinearMap.mem_ker, Matrix.mulVecLin_apply] at hv ⊢
    rw [stoich_eq, ← Matrix.mulVec_mulVec, hv, Matrix.mulVec_zero]
  have hdim := Submodule.finrank_mono hle
  have hd := deficiency_eq N
  refine ⟨by omega, ?_, ?_⟩
  · intro h0 v hv
    have heq := Submodule.eq_of_le_of_finrank_eq hle (by omega)
    have hmem : v ∈ LinearMap.ker N.incidence.mulVecLin := by
      rw [heq]
      exact LinearMap.mem_ker.mpr hv
    exact (incidence_mulVec_eq_zero_iff N v).mp (LinearMap.mem_ker.mp hmem)
  · intro h
    have heq : LinearMap.ker N.stoich.mulVecLin = LinearMap.ker N.incidence.mulVecLin :=
      le_antisymm (fun v hv => LinearMap.mem_ker.mpr
        ((incidence_mulVec_eq_zero_iff N v).mpr (h v (LinearMap.mem_ker.mp hv)))) hle
    rw [hd, heq, sub_self]
```

The inclusion is `hle`. The equality of kernels comes from `Submodule.eq_of_le_of_finrank_eq` in the forward direction and from `le_antisymm` in the converse. The quantifier runs over all real fluxes, so for $\delta>0$ the theorem supplies an unbalanced steady flux without saying that its entries are positive. They need not be: the network $0\to A\to 2A$ has $\delta=1$, but its only nonnegative steady flux is $v=0$, which is complex balanced.

## (g) At deficiency zero, positive steady fluxes need return paths

**Task.** Let $\delta=0$, $\Gamma v=0$ and $v_q>0$ for every reaction $q$. Show that for each reaction $r$ a directed path leads back from its target to its source:

$$\tau(r)\to\cdots\to\sigma(r).$$

**Solution.** By (f) and (c), $Bv=0$. Let $U$ be the set of complexes reachable from $\tau(r)$, including $\tau(r)$ itself, and let $f$ be its indicator. By (a),

$$0=\sum_c f(c)(Bv)_c=\sum_q\bigl(f(\tau(q))-f(\sigma(q))\bigr)v_q.$$

If $\sigma(q)\in U$, then $\tau(q)\in U$ and the term is zero. If $\sigma(q)\notin U$, the term is $f(\tau(q))\,v_q\ge0$. A vanishing sum of nonnegative terms has only zero terms. But if $\sigma(r)$ were outside $U$, the term for $r$ would be $v_r>0$. So $\sigma(r)\in U$.

```lean
/-- If the deficiency is zero and a strictly positive flux vector has zero net production of all
species, then the source of every reaction can be reached again from its target. -/
theorem reaction_on_cycle (N : Network S C R) (h0 : N.deficiency = 0) (v : R → ℝ)
    (hpos : ∀ r, 0 < v r) (hv : N.stoich *ᵥ v = 0) (r : R) :
    Relation.ReflTransGen N.Reacts (N.target r) (N.source r) := by
  classical
  have hB := (incidence_mulVec_eq_zero_iff N v).mpr
    ((deficiency_nonneg_and_eq_zero_iff N).2.mp h0 v hv)
  -- indicator of the complexes reachable from the target of `r`
  let f : C → ℝ := fun c => if Relation.ReflTransGen N.Reacts (N.target r) c then 1 else 0
  have hs : ∑ q, (f (N.target q) - f (N.source q)) * v q = 0 := by
    have h : f ⬝ᵥ (N.incidence *ᵥ v) = 0 := by rw [hB, dotProduct_zero]
    rw [Matrix.dotProduct_mulVec] at h
    simpa only [dotProduct, vecMul_incidence] using h
  -- no reaction leaves the reachable set
  have hnn : ∀ q, 0 ≤ (f (N.target q) - f (N.source q)) * v q := by
    intro q
    refine mul_nonneg ?_ (hpos q).le
    by_cases h : Relation.ReflTransGen N.Reacts (N.target r) (N.source q)
    · have h' : Relation.ReflTransGen N.Reacts (N.target r) (N.target q) :=
        h.tail ⟨q, rfl, rfl⟩
      simp [f, h, h']
    · simp only [f, if_neg h]
      split_ifs <;> norm_num
  by_contra hn
  have hz := (Finset.sum_eq_zero_iff_of_nonneg (fun q _ => hnn q)).mp hs r (Finset.mem_univ r)
  simp [f, hn, Relation.ReflTransGen.refl] at hz
  exact (hpos r).ne' hz
```

`Relation.ReflTransGen` is reachability in zero or more steps. The sum is `hs`, the sign of its terms is `hnn`, and the contradiction comes from the term of `r`. A network in which every reaction has such a return path is called weakly reversible. Nonnegative fluxes would not suffice: $A\to B$ has deficiency zero and the steady flux $v=0$, but no way back.

## (h) Growth and decay of one species

**Task.** The reactions $A\to2A$ and $A\to0$ describe a species that multiplies by drawing on a reservoir held constant, and that also decays. With the complexes $0$, $A$ and $2A$, show that $\delta>0$.

**Solution.** Give both reactions unit flux. The net production of $A$ is $(2-1)\cdot1+(0-1)\cdot1=0$, so the flux is steady. The complex $2A$ has inflow 1 and outflow 0, so the flux is not complex balanced. By (f), $\delta\ne0$ and $\delta\ge0$, hence $\delta>0$. Direct counting gives the value $3-1-1=1$.

```lean
/-- The network A → 2A, A → 0 with the three complexes 0, A and 2A. -/
def birthDeath : Network (Fin 1) (Fin 3) (Fin 2) where
  source := ![1, 1]
  target := ![2, 0]
  composition := !![0, 1, 2]
```

The indices 0, 1, 2 stand for the complexes $0$, $A$, $2A$. Reaction 0 is growth and reaction 1 is decay.

```lean
/-- The network A → 2A, A → 0 has positive deficiency. -/
theorem birthDeath_deficiency_pos : 0 < birthDeath.deficiency := by
  obtain ⟨h0, h⟩ := deficiency_nonneg_and_eq_zero_iff birthDeath
  refine lt_of_le_of_ne h0 (fun h' => ?_)
  -- equal fluxes conserve A but feed the complex 2A
  have hv : birthDeath.stoich *ᵥ (fun _ => (1 : ℝ)) = 0 := by
    ext s
    fin_cases s
    simp only [Matrix.mulVec, dotProduct, Fin.sum_univ_two]
    change ((2 : ℝ) - 1) * 1 + (0 - 1) * 1 = 0
    norm_num
  have hb := h.mp h'.symm _ hv 2
  have t0 : birthDeath.target 0 = 2 := rfl
  have t1 : birthDeath.target 1 = 0 := rfl
  have s0 : birthDeath.source 0 = 1 := rfl
  have s1 : birthDeath.source 1 = 1 := rfl
  simp only [Finset.sum_filter, Fin.sum_univ_two] at hb
  simp [t0, t1, s0, s1] at hb

end

end NetworkDeficiency
```

Here `hv` is the steadiness of the unit flux, and `hb` is the balance at complex 2 that zero deficiency would force. It reduces to $1=0$.

```lean
#print axioms NetworkDeficiency.deficiency_nonneg_and_eq_zero_iff
#print axioms NetworkDeficiency.reaction_on_cycle
#print axioms NetworkDeficiency.birthDeath_deficiency_pos
```

```
'NetworkDeficiency.deficiency_nonneg_and_eq_zero_iff' depends on axioms: [propext, Classical.choice, Quot.sound]
'NetworkDeficiency.reaction_on_cycle' depends on axioms: [propext, Classical.choice, Quot.sound]
'NetworkDeficiency.birthDeath_deficiency_pos' depends on axioms: [propext, Classical.choice, Quot.sound]
```

## Complexes as composition vectors

The usual definition identifies each complex with its composition vector, so that distinct complexes always differ in composition. The theorems above include that case. They also allow two labels for one composition, and the deficiency can then differ from the usual one. A reaction between two such labels has $n=2$, $\ell=1$ and $\operatorname{rank}\Gamma=0$, so $\delta=1$ in the present model. Once the labels are merged, $n=\ell=1$ and $\delta=0$.
